# Threefold torsional levels are unchanged when the free-rotor offset shifts by three or changes sign

A torsional level is taken here to be a real energy $E$ for which an infinite matrix equation has a nonzero square-summable solution, and not an eigenvalue of a truncated matrix. Square-summability matters: for a nonzero barrier, the recursion below can be solved from any two neighbouring starting values at every $E$.

Let $F$ be the internal-rotation constant, $V$ the height of the threefold barrier, $x$ a real offset and $c_k$ complex coefficients, with $k$ running over the integers. The equation is

$$\left(F(3k+x)^2+\tfrac V2\right)c_k-\tfrac V4\,(c_{k-1}+c_{k+1})=E\,c_k .$$

For all real $F,V,x$, the set of levels is the same at $x$, $x+3$ and $-x$. In methanol $x=\sigma-\rho K$, where $\sigma$ labels the torsional symmetry, $K$ is the signed projection of the total angular momentum, in units of $\hbar$, on a molecule-fixed axis, and $\rho$ measures the coupling of torsion to overall rotation.

## Fewer torsional matrices over σ and K

In this one-dimensional model with fixed $F$, $V$ and $\rho$, a torsion–rotation code needs only $\sigma=0,1,-1$. It can take the levels of $(-1,K)$ from $(1,-K)$, and for $\sigma=0$ it needs only $K\ge 0$.

The code diagonalises a tridiagonal matrix with $k=-N,\dots,N$. Reversing $k$ maps this window to itself, so the sign symmetry survives truncation exactly. The shift moves the window: for $N=1$ and $V=0$, the eigenvalues are $9F,0,9F$ at $x=0$ but $0,9F,36F$ at $x=3$.

## Relabelling the free-rotor waves

The Hamiltonian is $H=-F\,d^2/d\gamma^2+\frac V2(1-\cos3\gamma)$, with $\gamma$ the torsional angle. Let $\psi_k=e^{i(3k+x)\gamma}$. For methanol this is the periodic wave $e^{i(3k+\sigma)\gamma}$ times the phase $e^{-i\rho K\gamma}$, so it is in general not periodic itself. The phase takes the place of the shift in $F(-i\,d/d\gamma-\rho K)^2$, the kinetic term that acts on the periodic waves. Then

$$\psi_k''=-(3k+x)^2\psi_k,\qquad \cos(3\gamma)\,\psi_k=\tfrac12(\psi_{k+1}+\psi_{k-1}),$$

$$H\psi_k=\left(F(3k+x)^2+\tfrac V2\right)\psi_k-\tfrac V4(\psi_{k-1}+\psi_{k+1}).$$

Collecting the coefficient of $\psi_k$ in $H\sum_k c_k\psi_k$ gives the recursion.

**Shift.** Let $c$ solve it at $x+3n$, with $n$ an integer, and set $d_j=c_{j-n}$. In the equation for $k=j-n$, the diagonal contains $3(j-n)+x+3n=3j+x$, and the neighbours are $d_{j-1}$ and $d_{j+1}$. So $d$ solves the recursion at $x$ with the same $E$. Shifting back by $-n$ gives the reverse inclusion.

**Sign.** Let $c$ solve it at $-x$, and set $d_j=c_{-j}$. Then $(-3j-x)^2=(3j+x)^2$ and the two neighbours trade places, so $d$ solves it at $x$. Replacing $x$ by $-x$ gives the reverse inclusion.

Both relabellings preserve $\sum_k|c_k|^2$ and nonzeroness. For methanol, $(\sigma+3)-\rho K=x+3$ and $-\sigma-\rho(-K)=-x$.

**No barrier.** At $V=0$ the recursion is $(F(3k+x)^2-E)c_k=0$. Some $c_k\neq0$, so $E=F(3k+x)^2$; conversely, a single unit coefficient realises each such energy. If $F\ne0$ and $x,y$ share their levels, then $Fx^2=F(3k+y)^2$ for some $k$, hence $y=\pm x-3k$. The two symmetries give the converse.

In Lean 4 with Mathlib:

```lean
import Mathlib

open Complex

namespace MethanolTorsion

noncomputable section

/-- The internal-rotation Hamiltonian `-F d²/dγ² + (V/2)(1 - cos 3γ)` with a threefold barrier,
acting on a wave function of the torsional angle `γ`. -/
def hamiltonian (F V : ℝ) (ψ : ℝ → ℂ) (γ : ℝ) : ℂ :=
  -F * deriv (deriv ψ) γ + V / 2 * (1 - Complex.cos (3 * γ)) * ψ γ

/-- The free-rotor wave `exp(i(3k+x)γ)`. -/
def wave (x : ℝ) (k : ℤ) (γ : ℝ) : ℂ :=
  Complex.exp ((3 * k + x) * I * γ)

/-- The torsional Hamiltonian matrix in the free-rotor basis, applied to the coefficients `c`. -/
def torsionOp (F V x : ℝ) (c : ℤ → ℂ) (k : ℤ) : ℂ :=
  (F * (3 * k + x) ^ 2 + V / 2) * c k - V / 4 * (c (k - 1) + c (k + 1))

/-- The torsional levels: real energies `E` for which the matrix eigenvalue equation has a
nonzero square-summable solution. -/
def levels (F V x : ℝ) : Set ℝ :=
  {E | ∃ c : ℤ → ℂ, c ≠ 0 ∧ Summable (fun k => ‖c k‖ ^ 2) ∧
    ∀ k, torsionOp F V x c k = E * c k}

/-- Differentiating a free-rotor wave multiplies it by `i(3k+x)`. -/
theorem hasDerivAt_wave (x : ℝ) (k : ℤ) (γ : ℝ) :
    HasDerivAt (wave x k) ((3 * k + x) * I * wave x k γ) γ := by
  have h : HasDerivAt (fun t : ℝ => ((3 * k + x) * I * t : ℂ)) ((3 * k + x) * I) γ := by
    simpa using (hasDerivAt_id γ).ofReal_comp.const_mul ((3 * k + x) * I : ℂ)
  exact h.cexp.congr_deriv (by unfold wave; ring)

/-- The Hamiltonian maps a free-rotor wave to itself and its two neighbours, with diagonal
element `F(3k+x)² + V/2` and coupling `-V/4`. -/
theorem hamiltonian_wave (F V x : ℝ) (k : ℤ) (γ : ℝ) :
    hamiltonian F V (wave x k) γ =
      (F * (3 * k + x) ^ 2 + V / 2) * wave x k γ
        - V / 4 * (wave x (k - 1) γ + wave x (k + 1) γ) := by
  have hd : deriv (wave x k) = fun t => (3 * k + x) * I * wave x k t :=
    funext fun t => (hasDerivAt_wave x k t).deriv
  have hdd : deriv (deriv (wave x k)) γ
      = (3 * k + x) * I * ((3 * k + x) * I * wave x k γ) := by
    rw [hd]
    exact ((hasDerivAt_wave x k γ).const_mul _).deriv
  -- each exponential in the cosine moves the wave to a neighbour
  have hup : wave x (k + 1) γ = wave x k γ * Complex.exp (3 * γ * I) := by
    unfold wave
    rw [← Complex.exp_add]
    congr 1
    push_cast
    ring
  have hdown : wave x (k - 1) γ = wave x k γ * Complex.exp (-(3 * γ) * I) := by
    unfold wave
    rw [← Complex.exp_add]
    congr 1
    push_cast
    ring
  have hcos : Complex.cos (3 * γ)
      = (Complex.exp (3 * γ * I) + Complex.exp (-(3 * γ) * I)) / 2 := rfl
  unfold hamiltonian
  rw [hdd, hup, hdown, hcos]
  linear_combination (-F * (3 * k + x) ^ 2 * wave x k γ) * Complex.I_sq

/-- Every level at `x + 3n`, with `n` an integer, is a level at `x`. -/
theorem levels_shift_subset (F V x : ℝ) (n : ℤ) :
    levels F V (x + 3 * n) ⊆ levels F V x := by
  rintro E ⟨c, hc, hs, h⟩
  refine ⟨fun j => c (j - n), ?_, ?_, ?_⟩
  · intro h0
    apply hc
    funext k
    simpa using congrFun h0 (k + n)
  · exact hs.comp_injective (i := fun j : ℤ => j - n) (fun a b hab => by
      dsimp only at hab
      omega)
  · intro j
    -- the equation for `c` at `j - n` is the relabelled equation at `j`
    have hj := h (j - n)
    simp only [torsionOp] at hj ⊢
    rw [show j - 1 - n = j - n - 1 by ring, show j + 1 - n = j - n + 1 by ring, ← hj]
    push_cast
    ring

/-- The torsional levels are unchanged when `x` is shifted by any integer multiple of three. -/
theorem levels_add_three_mul (F V x : ℝ) (n : ℤ) :
    levels F V (x + 3 * n) = levels F V x := by
  apply Set.Subset.antisymm (levels_shift_subset F V x n)
  have h := levels_shift_subset F V (x + 3 * n) (-n)
  have hx : x + 3 * (n : ℝ) + 3 * ((-n : ℤ) : ℝ) = x := by
    push_cast
    ring
  rwa [hx] at h

/-- Every level at `-x` is a level at `x`. -/
theorem levels_neg_subset (F V x : ℝ) : levels F V (-x) ⊆ levels F V x := by
  rintro E ⟨c, hc, hs, h⟩
  refine ⟨fun j => c (-j), ?_, ?_, ?_⟩
  · intro h0
    apply hc
    funext k
    simpa using congrFun h0 (-k)
  · exact hs.comp_injective (i := fun j : ℤ => -j) neg_injective
  · intro j
    -- reversing the sense of rotation exchanges the two neighbours
    have hj := h (-j)
    simp only [torsionOp] at hj ⊢
    rw [show -(j - 1) = -j + 1 by ring, show -(j + 1) = -j - 1 by ring, ← hj]
    push_cast
    ring

/-- The torsional levels at `x + 3` and at `-x` are the same as those at `x`. -/
theorem levels_periodic_and_even (F V x : ℝ) :
    levels F V (x + 3) = levels F V x ∧ levels F V (-x) = levels F V x := by
  constructor
  · simpa using levels_add_three_mul F V x 1
  · apply Set.Subset.antisymm (levels_neg_subset F V x)
    simpa using levels_neg_subset F V (-x)

/-- With `x = σ - ρK`, as in methanol, the torsional levels of `(σ + 3, K)` and of `(-σ, -K)`
are the same as those of `(σ, K)`. -/
theorem methanol_levels (F V ρ : ℝ) (σ K : ℤ) :
    levels F V (((σ + 3 : ℤ) : ℝ) - ρ * K) = levels F V (σ - ρ * K) ∧
    levels F V (((-σ : ℤ) : ℝ) - ρ * ((-K : ℤ) : ℝ)) = levels F V (σ - ρ * K) := by
  have h := levels_periodic_and_even F V (σ - ρ * K)
  constructor
  · rw [← h.1]
    congr 1
    push_cast
    ring
  · rw [← h.2]
    congr 1
    push_cast
    ring

/-- Without a barrier the torsional levels are exactly the free-rotor energies `F(3k+x)²`,
with `k` an integer. -/
theorem mem_levels_free (F x E : ℝ) :
    E ∈ levels F 0 x ↔ ∃ k : ℤ, E = F * (3 * k + x) ^ 2 := by
  constructor
  · rintro ⟨c, hc, -, h⟩
    obtain ⟨k, hk⟩ := Function.ne_iff.mp hc
    have hk' : c k ≠ 0 := hk
    have hE : (E : ℂ) = F * (3 * k + x) ^ 2 := by
      apply mul_right_cancel₀ hk'
      rw [← h k]
      simp [torsionOp]
    exact ⟨k, by exact_mod_cast hE⟩
  · rintro ⟨k, rfl⟩
    -- a single free-rotor wave is an eigenvector
    refine ⟨fun j => if j = k then 1 else 0, ?_, ?_, ?_⟩
    · intro h0
      simpa using congrFun h0 k
    · exact (hasSum_single k (fun j hj => by simp [hj])).summable
    · intro j
      by_cases hj : j = k
      · subst hj
        simp [torsionOp]
      · simp [torsionOp, hj]

/-- For a barrier-free rotor with `F ≠ 0`, the levels at `x` and `y` coincide exactly when `y`
equals `x` or `-x` up to an integer multiple of three. -/
theorem levels_free_eq_iff {F : ℝ} (hF : F ≠ 0) (x y : ℝ) :
    levels F 0 x = levels F 0 y ↔ ∃ n : ℤ, y = x + 3 * n ∨ y = -x + 3 * n := by
  constructor
  · intro h
    have hx : F * x ^ 2 ∈ levels F 0 x := (mem_levels_free F x _).mpr ⟨0, by simp⟩
    rw [h] at hx
    obtain ⟨k, hk⟩ := (mem_levels_free F y _).mp hx
    refine ⟨-k, ?_⟩
    push_cast
    rcases sq_eq_sq_iff_eq_or_eq_neg.mp (mul_left_cancel₀ hF hk) with h1 | h1
    · left
      linarith
    · right
      linarith
  · rintro ⟨n, rfl | rfl⟩
    · exact (levels_add_three_mul F 0 x n).symm
    · rw [levels_add_three_mul, (levels_periodic_and_even F 0 x).2]

end

end MethanolTorsion
```

```lean
#print axioms MethanolTorsion.hamiltonian_wave
-- 'MethanolTorsion.hamiltonian_wave' depends on axioms: [propext, Classical.choice, Quot.sound]
#print axioms MethanolTorsion.levels_add_three_mul
-- 'MethanolTorsion.levels_add_three_mul' depends on axioms: [propext, Classical.choice, Quot.sound]
#print axioms MethanolTorsion.methanol_levels
-- 'MethanolTorsion.methanol_levels' depends on axioms: [propext, Classical.choice, Quot.sound]
#print axioms MethanolTorsion.levels_free_eq_iff
-- 'MethanolTorsion.levels_free_eq_iff' depends on axioms: [propext, Classical.choice, Quot.sound]
```

## Equal sets of energies, for one rotor with one barrier term

`levels F V x` is the set of levels, and `torsionOp` is the left side of the recursion. `hamiltonian_wave` obtains the matrix elements from `hasDerivAt_wave` and the split cosine; its `linear_combination` step uses $i^2=-1$.

In the two `subset` lemmas, `comp_injective` carries summability through the relabelling, and `ring` matches the coefficients. `levels_add_three_mul` and `levels_periodic_and_even` turn the inclusions into equalities, and `methanol_levels` substitutes $x=\sigma-\rho K$.

`mem_levels_free` gives the barrier-free energies. `levels_free_eq_iff` then shows that no further coincidence of offsets holds for all $F$ and $V$; the theorem does not treat a particular $V\neq0$. It needs $F\neq0$: with $F=V=0$ every offset has the single level $0$, so $x=0$ and $y=1$ agree although $1$ is not a multiple of three.

The equalities concern sets, so they carry no multiplicities, and they do not establish that levels exist when $V\ne0$. The Hamiltonian is linked to the recursion one wave at a time, not for infinite sums. Higher barrier terms, centrifugal distortion and asymmetry coupling between different $K$ are absent from the model.
